# Positive definite A and M can give M⁻¹A positive eigenvalues and a quadratic form that takes negative values

**Q:** Take two basis functions, with

$$A=\begin{pmatrix}2&1\\1&1\end{pmatrix},\qquad M=\begin{pmatrix}1&0\\0&1/100\end{pmatrix}.$$

Both are positive definite. You say that $M^{-1}A$ has two positive eigenvalues and that $x^TM^{-1}Ax$ is nevertheless negative for some real $x$. How?

**A:** Number the components 0 and 1, and take $x=(5,-1)$. Then $Ax=(9,4)$, and dividing by the diagonal of $M$ gives $M^{-1}Ax=(9,400)$. The form is $5\cdot 9-1\cdot 400=-355$. The products $x_k(Ax)_k$ are $45$ and $-4$. Their sum, $41$, is positive because $A$ is positive definite, but the preconditioner multiplies the negative one by 100.

For the eigenvalues,

$$M^{-1}A=\begin{pmatrix}2&1\\100&100\end{pmatrix}$$

has trace 102 and determinant 100, so $\mu^2-102\mu+100=0$ and $\mu=51\pm\sqrt{2501}$. Since $2501<51^2$, both are positive.

**Q:** For a symmetric matrix that would be a contradiction.

**A:** Yes, but $M^{-1}A$ is not symmetric. Its eigenvectors are not orthogonal in the plain inner product, so expanding $x$ in them leaves cross terms in $x^TM^{-1}Ax$, and these can make the form negative.

**Q:** What do the formal definitions say, then? I want to be sure that they describe this preconditioner and this form.

**A:** The index type `n` labels a finite basis. `precond M A` is $M^{-1}A$, over any field, and `quad B x` is $x^TBx$ for a real matrix, with no symmetry required of `B`.

```lean
import Mathlib

open Matrix
open scoped ComplexOrder

namespace PreconditionedQuadraticForm

noncomputable section

variable {n : Type*} [Fintype n] [DecidableEq n]

/-- The preconditioned matrix `M⁻¹ A`. -/
def precond {K : Type*} [Field K] (M A : Matrix n n K) : Matrix n n K := M⁻¹ * A

/-- The quadratic form `xᵀ B x` of a real matrix, symmetric or not. -/
def quad (B : Matrix n n ℝ) (x : n → ℝ) : ℝ := x ⬝ᵥ (B *ᵥ x)
```

The next lemma says that $M(M^{-1}A)=A$ when the determinant of $M$ is invertible. The proof regroups the product and cancels $MM^{-1}$.

```lean
/-- Applying an invertible `M` to the preconditioned matrix gives back `A`. -/
theorem mul_precond {K : Type*} [Field K] (M A : Matrix n n K) (h : IsUnit M.det) :
    M * precond M A = A := by
  unfold precond
  rw [← Matrix.mul_assoc, Matrix.mul_nonsing_inv _ h, Matrix.one_mul]
```

**Q:** Is the positivity of the eigenvalues general, or an accident of your numbers?

**A:** It is general. Suppose that $M^{-1}Az=\lambda z$ with $z\neq0$. Multiplying by $M$ gives $Az=\lambda Mz$, and multiplying by $z^\dagger$ gives

$$z^\dagger Az=\lambda\,z^\dagger Mz .$$

The numbers $z^\dagger Az$ and $z^\dagger Mz$, which are expectation values when $z$ is normalised, are real and positive for every nonzero $z$. So $\lambda$ is their quotient and is real and positive too.

In Lean the matrices are complex, and `PosDef` includes being Hermitian. The eigenvalue `l` is allowed to be complex at the start, so its reality is a conclusion. The `calc` block derives $Az=\lambda Mz$. A positive complex number here means one with positive real part and zero imaginary part, and the rest of the proof compares these two parts.

```lean
/-- For Hermitian positive definite `A` and `M`, every eigenvalue of `M⁻¹ A` is real
and positive. -/
theorem eigenvalue_pos {A M : Matrix n n ℂ} (hA : A.PosDef) (hM : M.PosDef)
    {l : ℂ} {z : n → ℂ} (hz : z ≠ 0) (h : precond M A *ᵥ z = l • z) :
    0 < l.re ∧ l.im = 0 := by
  -- the generalized eigenvalue problem A z = l M z
  have h1 : A *ᵥ z = l • (M *ᵥ z) := by
    calc A *ᵥ z = (M * precond M A) *ᵥ z := by rw [mul_precond M A hM.det_pos.ne'.isUnit]
      _ = M *ᵥ (precond M A *ᵥ z) := (Matrix.mulVec_mulVec _ _ _).symm
      _ = l • (M *ᵥ z) := by rw [h, Matrix.mulVec_smul]
  have ha := hA.dotProduct_mulVec_pos hz
  have hm := hM.dotProduct_mulVec_pos hz
  rw [h1, dotProduct_smul, smul_eq_mul] at ha
  -- l is a quotient of two positive expectation values
  generalize star z ⬝ᵥ (M *ᵥ z) = m at ha hm
  obtain ⟨m1, m2⟩ := Complex.lt_def.1 hm
  obtain ⟨a1, a2⟩ := Complex.lt_def.1 ha
  have hm2 : m.im = 0 := m2.symm
  have hm1 : 0 < m.re := m1
  rw [Complex.mul_re, hm2, Complex.zero_re] at a1
  rw [Complex.mul_im, hm2, Complex.zero_im] at a2
  refine ⟨(mul_pos_iff_of_pos_right hm1).1 (by linarith), ?_⟩
  have h0 : l.im * m.re = 0 := by linarith
  exact (mul_eq_zero.1 h0).resolve_right hm1.ne'
```

**Q:** So positivity has survived somewhere. Where?

**A:** In the inner product weighted with $M$. There the form is

$$x^TM(M^{-1}A)x=x^TAx>0\qquad(x\neq0).$$

The Lean proof is the same cancellation, followed by the positive definiteness of `A`.

```lean
/-- For positive definite `A` and `M`, the quadratic form of `M⁻¹ A` in the inner product weighted
with `M` is positive at every nonzero vector. -/
theorem weighted_form_pos {A M : Matrix n n ℝ} (hA : A.PosDef) (hM : M.PosDef)
    {x : n → ℝ} (hx : x ≠ 0) : 0 < x ⬝ᵥ (M *ᵥ (precond M A *ᵥ x)) := by
  rw [Matrix.mulVec_mulVec, mul_precond M A hM.det_pos.ne'.isUnit]
  simpa only [star_trivial] using hA.dotProduct_mulVec_pos hx
```

**Q:** Then why should I care about the unweighted form?

**A:** Consider continuous preconditioned descent on the finite-dimensional quadratic energy $\tfrac12x^TAx$, with $\dot x=-M^{-1}Ax$. Then $\tfrac{d}{dt}\tfrac12|x|^2=-x^TM^{-1}Ax$, so a negative form means that the Euclidean distance to the minimum is momentarily growing, and a convergence argument that needs this distance to shrink cannot rest on positive eigenvalues alone.

**Q:** How general is the failure? Your $M$ looks contrived.

**A:** For a diagonal preconditioner with entries $m_k$, we have $(M^{-1}Ax)_k=(Ax)_k/m_k$, hence

$$x^TM^{-1}Ax=\sum_k\frac{x_k(Ax)_k}{m_k}.$$

The lemma `quad_diagonal` needs only nonzero $m_k$. It identifies the inverse of the diagonal matrix and then compares the sums term by term.

```lean
/-- For a diagonal preconditioner the quadratic form is the sum of the local products
`xᵢ (A x)ᵢ`, each divided by `mᵢ`. -/
theorem quad_diagonal (A : Matrix n n ℝ) (m x : n → ℝ) (hm : ∀ i, m i ≠ 0) :
    quad (precond (diagonal m) A) x = ∑ i, x i * (A *ᵥ x) i / m i := by
  have hinv : (diagonal m)⁻¹ = diagonal (fun i => (m i)⁻¹) :=
    Matrix.inv_eq_right_inv (by simp [Matrix.diagonal_mul_diagonal, hm])
  unfold quad precond
  rw [hinv, ← Matrix.mulVec_mulVec]
  simp only [dotProduct, Matrix.mulVec_diagonal]
  refine Finset.sum_congr rfl fun i _ => ?_
  rw [div_eq_mul_inv]
  ring
```

Now let $A_{ij}\neq0$ for some $i\neq j$. Set $x_i=1$, $x_j=-(A_{ii}+1)/A_{ij}$, and all other components to zero. Then

$$(Ax)_i=A_{ii}+A_{ij}x_j=-1 .$$

Collect the other products in $S=\sum_{k\neq i}x_k(Ax)_k$. Choose $m_i=1/(|S|+1)$ and $m_k=1$ for $k\neq i$. The form becomes

$$-(|S|+1)+S\le-1<0 .$$

**Q:** Try that on your two-by-two matrix.

**A:** With $i=1$ and $j=0$ it gives $x=(-2,1)$ and $Ax=(-3,-1)$, so $S=6$ and $m_1=1/7$. The form is $6-7=-1$. A ratio of 7 between the diagonal entries of $M$ is already enough here.

The Lean proof follows the same construction. The first `obtain` builds the vector, the second names $S$, and `Finset.add_sum_erase` separates the term at `i` from the rest. The last line uses $S\le|S|$. Neither symmetry nor positive definiteness of `A` is assumed.

```lean
/-- If `A` has a nonzero off-diagonal element, some positive diagonal preconditioner
gives `M⁻¹ A` a quadratic form that is negative at some vector. -/
theorem exists_negative (A : Matrix n n ℝ) {i j : n} (hij : i ≠ j) (h : A i j ≠ 0) :
    ∃ m : n → ℝ, (∀ k, 0 < m k) ∧ ∃ x, quad (precond (diagonal m) A) x < 0 := by
  -- a vector on the two coupled sites with xᵢ = 1 and (A x)ᵢ = -1
  obtain ⟨x, hx1, hx2⟩ : ∃ x : n → ℝ, x i = 1 ∧ (A *ᵥ x) i = -1 := by
    refine ⟨fun k => (if k = i then 1 else 0) +
      (if k = j then -(A i i + 1) / A i j else 0), by simp [hij], ?_⟩
    have hc : A i j * (-(A i i + 1) / A i j) = -(A i i + 1) := by
      rw [← mul_div_assoc, mul_div_cancel_left₀ _ h]
    simp only [Matrix.mulVec, dotProduct, mul_add, Finset.sum_add_distrib, mul_ite,
      mul_one, mul_zero, Finset.sum_ite_eq', Finset.mem_univ, if_true]
    linarith
  obtain ⟨S, hS⟩ : ∃ S, S = ∑ k ∈ Finset.univ.erase i, x k * (A *ᵥ x) k := ⟨_, rfl⟩
  have hp : 0 < (|S| + 1)⁻¹ := by positivity
  have hm : ∀ k, 0 < (if k = i then (|S| + 1)⁻¹ else (1 : ℝ)) := by
    intro k
    split_ifs
    · exact hp
    · exact one_pos
  refine ⟨fun k => if k = i then (|S| + 1)⁻¹ else 1, hm, x, ?_⟩
  rw [quad_diagonal A _ x (fun k => (hm k).ne'),
    ← Finset.add_sum_erase _ _ (Finset.mem_univ i)]
  have hrest : ∑ k ∈ Finset.univ.erase i,
      x k * (A *ᵥ x) k / (if k = i then (|S| + 1)⁻¹ else 1) = S := by
    rw [hS]
    refine Finset.sum_congr rfl fun k hk => ?_
    rw [if_neg (Finset.ne_of_mem_erase hk), div_one]
  -- the small weight at i makes the negative term dominate
  rw [hrest, if_pos rfl, hx1, hx2, div_inv_eq_mul]
  linarith [le_abs_self S]
```

**Q:** And if there is no coupling?

**A:** Then $(Ax)_k=A_{kk}x_k$, and the form is $\sum_kA_{kk}x_k^2/m_k$. For positive definite $A$ every $A_{kk}$ is positive, so the sum is positive for every nonzero $x$. Together the two directions give an equivalence: the plain form stays positive under every positive diagonal preconditioner exactly when $A$ is diagonal. With a single basis function there is nothing to couple, so two is the smallest size at which the form can turn negative.

In the proof, the forward direction assumes a nonzero coupling and contradicts positivity with `exists_negative`, after checking that the vector found there is not zero. The backward direction rewrites each term as a positive multiple of a square and picks a component where `x` does not vanish.

```lean
/-- A positive definite `A` keeps a positive quadratic form under every positive diagonal
preconditioner exactly when `A` is itself diagonal. -/
theorem form_pos_iff_diagonal {A : Matrix n n ℝ} (hA : A.PosDef) :
    (∀ m : n → ℝ, (∀ i, 0 < m i) → ∀ x, x ≠ 0 → 0 < quad (precond (diagonal m) A) x) ↔
      ∀ i j, i ≠ j → A i j = 0 := by
  constructor
  · intro H i j hij
    by_contra h
    obtain ⟨m, hm, x, hx⟩ := exists_negative A hij h
    have hx0 : x ≠ 0 := by
      rintro rfl
      simp [quad] at hx
    exact lt_asymm hx (H m hm x hx0)
  · intro hd m hm x hx
    have hAx : ∀ k, (A *ᵥ x) k = A k k * x k := by
      intro k
      simp only [Matrix.mulVec, dotProduct]
      exact Finset.sum_eq_single k
        (fun l _ hl => by rw [hd k l hl.symm, zero_mul]) (by simp)
    -- every term is a positive multiple of a square
    have ht : ∀ k, x k * (A *ᵥ x) k / m k = A k k / m k * x k ^ 2 := by
      intro k
      rw [hAx]
      ring
    have hc : ∀ k, 0 < A k k / m k := fun k => div_pos hA.diag_pos (hm k)
    rw [quad_diagonal A m x (fun k => (hm k).ne'), Finset.sum_congr rfl fun k _ => ht k]
    obtain ⟨k, hk⟩ := Function.ne_iff.1 hx
    have hk' : x k ≠ 0 := hk
    exact Finset.sum_pos' (fun l _ => mul_nonneg (hc l).le (sq_nonneg _))
      ⟨k, Finset.mem_univ k, mul_pos (hc k) (by positivity)⟩
```

**Q:** Careful. That doesn't say that my own preconditioner fails.

**A:** It doesn't. The word "every" belongs to the statement: for a coupled $A$, some positive diagonal $M$ fails, while others may be harmless. With $M$ equal to the identity, for instance, the form is just $x^TAx$. The equivalence also concerns real matrices in a fixed finite basis and only diagonal preconditioners. Being diagonal depends on that basis.

**Q:** What does positive definiteness of $A$ stand for physically?

**A:** $A$ can be the Hessian of an energy at a strict minimum with no zero modes, or a Hamiltonian matrix in an orthonormal basis, shifted so that its lowest eigenvalue is above zero. The hypothesis is assumed for a general $A$. For the two-by-two pair it is proved.

```lean
/-- The model matrix with rows `(2, 1)` and `(1, 1)`. -/
def A₀ : Matrix (Fin 2) (Fin 2) ℝ := !![2, 1; 1, 1]

/-- The diagonal preconditioner with entries `1` and `1/100`. -/
def M₀ : Matrix (Fin 2) (Fin 2) ℝ := diagonal ![1, 1 / 100]
```

For $A$ the proof completes the square:

$$x^TAx=2x_0^2+2x_0x_1+x_1^2=x_0^2+(x_0+x_1)^2 .$$

This vanishes only if $x_0=0$ and $x_0+x_1=0$, that is, for $x=0$. For $M$ it is enough that both diagonal entries are positive.

```lean
/-- The model matrix and its preconditioner are both positive definite. -/
theorem model_posDef : A₀.PosDef ∧ M₀.PosDef := by
  constructor
  · refine Matrix.posDef_iff_dotProduct_mulVec.2 ⟨?_, fun x hx => ?_⟩
    · ext i j
      fin_cases i <;> fin_cases j <;> simp [A₀]
    · have e : star x ⬝ᵥ (A₀ *ᵥ x) = x 0 ^ 2 + (x 0 + x 1) ^ 2 := by
        simp [A₀, Matrix.mulVec, dotProduct, Fin.sum_univ_succ]
        ring
      rw [e]
      by_contra h
      have s0 : x 0 ^ 2 = 0 := by nlinarith [sq_nonneg (x 0), sq_nonneg (x 0 + x 1)]
      have s1 : (x 0 + x 1) ^ 2 = 0 := by
        nlinarith [sq_nonneg (x 0), sq_nonneg (x 0 + x 1)]
      have h0 : x 0 = 0 := (pow_eq_zero_iff two_ne_zero).1 s0
      have h01 : x 0 + x 1 = 0 := (pow_eq_zero_iff two_ne_zero).1 s1
      have h1 : x 1 = 0 := by linarith
      apply hx
      ext i
      fin_cases i
      · simpa using h0
      · simpa using h1
  · exact Matrix.PosDef.diagonal (Fin.forall_fin_two.2 ⟨by norm_num, by norm_num⟩)
```

The product $M^{-1}A$ is then computed entry by entry.

```lean
/-- The preconditioned model matrix has rows `(2, 1)` and `(100, 100)`. -/
theorem model_precond : precond M₀ A₀ = !![2, 1; 100, 100] := by
  have hinv : M₀⁻¹ = !![1, 0; 0, 100] := Matrix.inv_eq_right_inv (by
    ext i j
    fin_cases i <;> fin_cases j <;> simp [M₀])
  unfold precond
  rw [hinv]
  ext i j
  fin_cases i <;> fin_cases j <;> simp [A₀, Matrix.mul_apply, Fin.sum_univ_succ]
```

**Q:** Does the final theorem really contain both eigenvalues, or only the number $-355$?

**A:** Both, with eigenvectors. For $\mu=51\pm\sqrt{2501}$ it states that $\mu>0$ and that $(1,\mu-2)$ satisfies the eigenvalue equation. That vector is not zero, since its first component is 1. The first row gives $2+(\mu-2)=\mu$. The second requires

$$100+100(\mu-2)=\mu(\mu-2),$$

which is the characteristic equation rearranged. The two values of $\mu$ are distinct, so a two-by-two matrix has no room for a third.

In Lean, `hs1` is the bound $\sqrt{2501}<51$ that makes the smaller eigenvalue positive, `hchar` is the characteristic equation, and `linear_combination -hchar` settles the second row. The value at $(5,-1)$ is evaluated by `norm_num`.

```lean
/-- The numbers `51 ± √2501` are positive eigenvalues of the preconditioned model matrix,
with eigenvectors `(1, μ - 2)`, yet its quadratic form at `(5, -1)` equals `-355`. -/
theorem model_counterexample :
    (∀ μ : ℝ, μ = 51 + √2501 ∨ μ = 51 - √2501 →
      0 < μ ∧ precond M₀ A₀ *ᵥ ![1, μ - 2] = μ • ![1, μ - 2]) ∧
    quad (precond M₀ A₀) ![5, -1] = -355 := by
  rw [model_precond]
  constructor
  · intro μ hμ
    have hs : √(2501 : ℝ) ^ 2 = 2501 := Real.sq_sqrt (by norm_num)
    have hs0 : 0 ≤ √(2501 : ℝ) := Real.sqrt_nonneg _
    have hs1 : √(2501 : ℝ) < 51 := by nlinarith
    -- both numbers solve the characteristic equation
    have hchar : μ ^ 2 - 102 * μ + 100 = 0 := by
      rcases hμ with rfl | rfl <;> linear_combination hs
    refine ⟨by rcases hμ with rfl | rfl <;> linarith, ?_⟩
    ext i
    fin_cases i
    · simp [Matrix.mulVec, dotProduct, Fin.sum_univ_succ]
    · simp [Matrix.mulVec, dotProduct, Fin.sum_univ_succ]
      linear_combination -hchar
  · norm_num [quad, Matrix.mulVec, dotProduct, Fin.sum_univ_succ]

end

end PreconditionedQuadraticForm
```

```lean
#print axioms PreconditionedQuadraticForm.weighted_form_pos
-- 'PreconditionedQuadraticForm.weighted_form_pos' depends on axioms: [propext, Classical.choice, Quot.sound]
#print axioms PreconditionedQuadraticForm.form_pos_iff_diagonal
-- 'PreconditionedQuadraticForm.form_pos_iff_diagonal' depends on axioms: [propext, Classical.choice, Quot.sound]
#print axioms PreconditionedQuadraticForm.model_posDef
-- 'PreconditionedQuadraticForm.model_posDef' depends on axioms: [propext, Classical.choice, Quot.sound]
#print axioms PreconditionedQuadraticForm.model_counterexample
-- 'PreconditionedQuadraticForm.model_counterexample' depends on axioms: [propext, Classical.choice, Quot.sound]
```

**Q:** Then my mistake was to read the sign of the form off the spectrum.

**A:** For a symmetric matrix you may do that. For $M^{-1}A$ the spectrum tells you the sign of the form weighted with $M$, and the plain form has to be examined separately.
